# The two-density EDIIS energy errs by at most M c(1−c)/12 when the third derivative of the energy along the segment is bounded by M

EDIIS, a method for converging self-consistent-field (SCF) calculations, mixes stored densities with the weights that minimise a model of the energy. For two densities the mixing weight c runs over the closed interval [0,1], and the model uses the slopes of the energy exactly at its two ends. The derivatives of the energy profile f are therefore taken within the interval, one-sided at the end points, so nothing is assumed about f outside it. They are supplied as separate functions f₁, f₂, f₃, the first, second and third derivatives. The third must exist and satisfy |f₃| ≤ M, but it need not be continuous.

```lean
import Mathlib

open Set

namespace EdiisInterpolationError

noncomputable section
```

`HasThreeDerivs` records these links on a general interval [a,b], because the argument will cut [0,1] at c.

```lean
/-- The functions `f₁`, `f₂`, `f₃` are the first, second and third derivatives of the energy
profile `f` on the interval `[a, b]`, one-sided at the end points. -/
structure HasThreeDerivs (f f₁ f₂ f₃ : ℝ → ℝ) (a b : ℝ) : Prop where
  first : ∀ x ∈ Icc a b, HasDerivWithinAt f (f₁ x) (Icc a b) x
  second : ∀ x ∈ Icc a b, HasDerivWithinAt f₁ (f₂ x) (Icc a b) x
  third : ∀ x ∈ Icc a b, HasDerivWithinAt f₂ (f₃ x) (Icc a b) x
```

The EDIIS energy interpolates the end energies linearly and corrects for curvature with the difference of the end slopes:

m(c) = (1−c) f(0) + c f(1) − c(1−c) (f₁(1) − f₁(0))/2.

In `ediisModel` the slope function is an argument of its own; `HasThreeDerivs` is what makes it the derivative of f.

```lean
/-- The two-density EDIIS energy at mixing weight `c`, built from the energies `f 0`, `f 1` and
the slopes `f₁ 0`, `f₁ 1` at the two end points. -/
def ediisModel (f f₁ : ℝ → ℝ) (c : ℝ) : ℝ :=
  (1 - c) * f 0 + c * f 1 - c * (1 - c) * (f₁ 1 - f₁ 0) / 2
```

## The trapezoid error on one interval

Suppose |g(a)| ≤ B(a) and |g′| ≤ B′ on [a,b]. Then B − g and B + g start non-negative and have non-negative slopes, so |g| ≤ B throughout. The Lean proof obtains this from a Mathlib theorem about right derivatives, after converting the derivatives within [a,b] to that form.

```lean
/-- If `|g|` is at most `B` at `a` and the slope of `g` is bounded in magnitude by the slope of `B`
on `[a, b]`, then `|g|` is at most `B` on all of `[a, b]`. -/
theorem abs_le_of_abs_slope_le {g g' B B' : ℝ → ℝ} {a b : ℝ}
    (hg : ∀ x ∈ Icc a b, HasDerivWithinAt g (g' x) (Icc a b) x) (ha : |g a| ≤ B a)
    (hB : ∀ x, HasDerivAt B (B' x) x) (bound : ∀ x ∈ Icc a b, |g' x| ≤ B' x) :
    ∀ x ∈ Icc a b, |g x| ≤ B x := by
  intro x hx
  exact image_norm_le_of_norm_deriv_right_le_deriv_boundary (f := g) (f' := g')
    (fun y hy => (hg y hy).continuousWithinAt)
    (fun y hy => ((hg y ⟨hy.1, hy.2.le⟩).mono
      (Icc_subset_Icc_left hy.1)).mono_of_mem_nhdsWithin (Icc_mem_nhdsGE hy.2))
    ha hB (fun y hy => bound y ⟨hy.1, hy.2.le⟩) hx
```

Apply this twice to the error of the trapezoid rule,

T(x) = f(x) − f(a) − (x−a)(f₁(a) + f₁(x))/2.

Differentiating gives

T′(x) = (f₁(x) − f₁(a) − (x−a) f₂(x))/2,
T″(x) = −(x−a) f₃(x)/2.

Both T and T′ vanish at a. From |T″(x)| ≤ M(x−a)/2 follows |T′(x)| ≤ M(x−a)²/4, which is `slope` in the code, and then |T(x)| ≤ M(x−a)³/12. Setting x = b gives the theorem; in the code, `total` is this last bound taken directly at x = b.

```lean
/-- The energy difference across `[a, b]` equals the step length times the mean of the two end
slopes, up to an error `M (b - a)³ / 12`, when the third derivative is bounded by `M`. -/
theorem trapezoid_error {f f₁ f₂ f₃ : ℝ → ℝ} {a b M : ℝ} (hab : a ≤ b)
    (h : HasThreeDerivs f f₁ f₂ f₃ a b) (hM : ∀ x ∈ Icc a b, |f₃ x| ≤ M) :
    |f b - f a - (b - a) * (f₁ a + f₁ b) / 2| ≤ M * (b - a) ^ 3 / 12 := by
  have u : ∀ x : ℝ, HasDerivAt (fun y : ℝ => y - a) 1 x :=
    fun x => (hasDerivAt_id' x).sub_const a
  have v : ∀ x : ℝ, HasDerivAt (fun y : ℝ => (y - a) * (y - a)) (2 * (x - a)) x :=
    fun x => ((u x).mul (u x)).congr_deriv (by ring)
  -- the slope of the trapezoid error grows at most quadratically
  have slope : ∀ x ∈ Icc a b,
      |(f₁ x - f₁ a - (x - a) * f₂ x) / 2| ≤ M / 4 * ((x - a) * (x - a)) := by
    refine abs_le_of_abs_slope_le (g := fun x => (f₁ x - f₁ a - (x - a) * f₂ x) / 2)
      (g' := fun x => -((x - a) * f₃ x) / 2) (B := fun x => M / 4 * ((x - a) * (x - a)))
      (B' := fun x => M / 4 * (2 * (x - a))) ?_ (by simp) (fun x => (v x).const_mul (M / 4)) ?_
    · intro x hx
      exact ((((h.second x hx).sub_const (f₁ a)).sub
        ((u x).hasDerivWithinAt.mul (h.third x hx))).div_const 2).congr_deriv
          (by ring)
    · intro x hx
      have hb := abs_le.mp (hM x hx)
      have hx0 : 0 ≤ x - a := sub_nonneg.mpr hx.1
      have p := mul_le_mul_of_nonneg_left hb.1 hx0
      have q := mul_le_mul_of_nonneg_left hb.2 hx0
      rw [abs_le]
      constructor <;> nlinarith
  -- hence the error itself grows at most cubically
  have total := abs_le_of_abs_slope_le
    (g := fun x => f x - f a - (x - a) * (f₁ a + f₁ x) / 2)
    (g' := fun x => (f₁ x - f₁ a - (x - a) * f₂ x) / 2)
    (B := fun x => M / 12 * ((x - a) * ((x - a) * (x - a))))
    (B' := fun x => M / 4 * ((x - a) * (x - a)))
    (fun x hx => (((h.first x hx).sub_const (f a)).sub
      (((u x).hasDerivWithinAt.mul ((h.second x hx).const_add (f₁ a))).div_const 2)).congr_deriv
        (by ring))
    (by simp)
    (fun x => (((u x).mul (v x)).const_mul (M / 12)).congr_deriv (by ring))
    slope b ⟨hab, le_rfl⟩
  refine total.trans (le_of_eq ?_)
  ring
```

## Two trapezoid errors make the EDIIS error

Write T₀ for the trapezoid error on [0,c] and T₁ for the one on [c,1]:

T₀ = f(c) − f(0) − c(f₁(0) + f₁(c))/2,
T₁ = f(1) − f(c) − (1−c)(f₁(c) + f₁(1))/2.

In (1−c)T₀ − cT₁ the unknown slope f₁(c) cancels, and what remains is

f(c) − m(c) = (1−c)T₀ − cT₁.

Since |T₀| ≤ Mc³/12 and |T₁| ≤ M(1−c)³/12,

|f(c) − m(c)| ≤ M c(1−c)(c² + (1−c)²)/12.

The identity is `split`, proved by `ring`; `linarith` combines the two weighted bounds.

```lean
/-- If the third derivative of the energy profile is bounded by `M` on `[0, 1]`, the two-density
EDIIS energy deviates from the true energy by at most `M c (1 - c) (c² + (1 - c)²) / 12`. -/
theorem ediis_error {f f₁ f₂ f₃ : ℝ → ℝ} {M c : ℝ} (h : HasThreeDerivs f f₁ f₂ f₃ 0 1)
    (hM : ∀ x ∈ Icc (0 : ℝ) 1, |f₃ x| ≤ M) (hc : c ∈ Icc (0 : ℝ) 1) :
    |f c - ediisModel f f₁ c| ≤ M * (c * (1 - c) * (c ^ 2 + (1 - c) ^ 2)) / 12 := by
  have res : ∀ a b : ℝ, Icc a b ⊆ Icc 0 1 → HasThreeDerivs f f₁ f₂ f₃ a b := fun a b s =>
    ⟨fun x hx => (h.first x (s hx)).mono s, fun x hx => (h.second x (s hx)).mono s,
      fun x hx => (h.third x (s hx)).mono s⟩
  have sl : Icc 0 c ⊆ Icc (0 : ℝ) 1 := Icc_subset_Icc_right hc.2
  have sr : Icc c 1 ⊆ Icc (0 : ℝ) 1 := Icc_subset_Icc_left hc.1
  have l := abs_le.mp (trapezoid_error hc.1 (res 0 c sl) (fun x hx => hM x (sl hx)))
  have r := abs_le.mp (trapezoid_error hc.2 (res c 1 sr) (fun x hx => hM x (sr hx)))
  -- the EDIIS error is a weighted difference of two trapezoid errors
  have split : f c - ediisModel f f₁ c
      = (1 - c) * (f c - f 0 - (c - 0) * (f₁ 0 + f₁ c) / 2)
        - c * (f 1 - f c - (1 - c) * (f₁ c + f₁ 1) / 2) := by
    unfold ediisModel
    ring
  have hc' : 0 ≤ 1 - c := sub_nonneg.mpr hc.2
  have l1 := mul_le_mul_of_nonneg_left l.1 hc'
  have l2 := mul_le_mul_of_nonneg_left l.2 hc'
  have r1 := mul_le_mul_of_nonneg_left r.1 hc.1
  have r2 := mul_le_mul_of_nonneg_left r.2 hc.1
  rw [split, abs_le]
  constructor <;> linarith
```

With s = c(1−c), the last factor is c² + (1−c)² = 1 − 2s. Two simpler bounds follow from

s(1−2s) ≤ s,
1/8 − s(1−2s) = 2(s − 1/4)² ≥ 0.

They are M c(1−c)/12 and, uniformly in c, M/96. The squares passed to `nlinarith` are the ones used here.

```lean
/-- With the third derivative bounded by `M` on `[0, 1]`, the EDIIS error is at most
`M c (1 - c) / 12`, and at most `M / 96` for every mixing weight in `[0, 1]`. -/
theorem ediis_error_simple {f f₁ f₂ f₃ : ℝ → ℝ} {M c : ℝ} (h : HasThreeDerivs f f₁ f₂ f₃ 0 1)
    (hM : ∀ x ∈ Icc (0 : ℝ) 1, |f₃ x| ≤ M) (hc : c ∈ Icc (0 : ℝ) 1) :
    |f c - ediisModel f f₁ c| ≤ M * (c * (1 - c)) / 12 ∧
      |f c - ediisModel f f₁ c| ≤ M / 96 := by
  have e := ediis_error h hM hc
  have M0 : 0 ≤ M := (abs_nonneg _).trans (hM c hc)
  have p := mul_nonneg M0 (sq_nonneg (c * (1 - c)))
  have q := mul_nonneg M0 (sq_nonneg (c * (1 - c) - 1 / 4))
  constructor <;> refine e.trans ?_ <;> nlinarith
```

## Cubic profiles

From here on a, b, d, e are the coefficients of a cubic,

f(x) = a + bx + dx² + ex³.

```lean
/-- A cubic energy profile with coefficients `a`, `b`, `d`, `e` in ascending order. -/
def cubic (a b d e x : ℝ) : ℝ := a + b * x + d * x ^ 2 + e * x ^ 3
```

Its slope is b + 2dx + 3ex².

```lean
/-- The slope of the cubic energy profile. -/
def cubicSlope (b d e x : ℝ) : ℝ := b + d * (2 * x) + e * (3 * x ^ 2)
```

Its second derivative is 2d + 6ex and its third is the constant 6e, so the bounds above apply with M = 6|e|.

```lean
/-- The cubic profile has the slope `cubicSlope`, the second derivative `2 d + 6 e x` and the
constant third derivative `6 e` on `[0, 1]`. -/
theorem cubic_witness (a b d e : ℝ) :
    HasThreeDerivs (cubic a b d e) (cubicSlope b d e) (fun x => 2 * d + 6 * e * x)
      (fun _ => 6 * e) 0 1 := by
  have p2 : ∀ x : ℝ, HasDerivAt (fun y : ℝ => y ^ 2) (2 * x) x :=
    fun x => by simpa using hasDerivAt_pow 2 x
  have p3 : ∀ x : ℝ, HasDerivAt (fun y : ℝ => y ^ 3) (3 * x ^ 2) x :=
    fun x => by simpa using hasDerivAt_pow 3 x
  refine ⟨fun x _ => ?_, fun x _ => ?_, fun x _ => ?_⟩
  · exact ((((((hasDerivAt_id' x).const_mul b).const_add a).add ((p2 x).const_mul d)).add
      ((p3 x).const_mul e)).congr_deriv (by unfold cubicSlope; ring)).hasDerivWithinAt
  · exact ((((((hasDerivAt_id' x).const_mul 2).const_mul d).const_add b).add
      (((p2 x).const_mul 3).const_mul e)).congr_deriv (by ring)).hasDerivWithinAt
  · exact ((((hasDerivAt_id' x).const_mul (6 * e)).const_add (2 * d)).congr_deriv
      (by ring)).hasDerivWithinAt
```

The error f − m is linear in f and vanishes for 1, x and x². Only the cubic term contributes:

c³ − c + 3c(1−c)/2 = c(1−c)(1/2 − c),

so that f(c) − m(c) = e c(1−c)(1/2 − c).

As an instance, take f(x) = x³ and c = 1/4. Then f(c) = 1/64 = 0.015625, while m(c) = 1/4 − (3/16)(3/2) = −0.03125. The error is 3/64 ≈ 0.047. With M = 6 the three bounds give about 0.059, 0.094 and 0.0625.

```lean
/-- For a cubic profile with leading coefficient `e`, the EDIIS error is
`e c (1 - c) (1/2 - c)`. -/
theorem cubic_error (a b d e c : ℝ) :
    cubic a b d e c - ediisModel (cubic a b d e) (cubicSlope b d e) c
      = e * (c * (1 - c)) * (1 / 2 - c) := by
  unfold ediisModel cubic cubicSlope
  ring
```

At c = 1/2 the last factor is zero, and the EDIIS energy is exact for every cubic.

```lean
/-- For every cubic profile the EDIIS energy is exact at equal mixing, `c = 1/2`. -/
theorem cubic_exact_midpoint (a b d e : ℝ) :
    ediisModel (cubic a b d e) (cubicSlope b d e) (1 / 2) = cubic a b d e (1 / 2) := by
  have h := cubic_error a b d e (1 / 2)
  linarith
```

If e ≠ 0, the factors e, c and 1−c are non-zero inside the interval, so no other interior weight gives an exact energy.

```lean
/-- For a cubic profile with non-zero leading coefficient, equal mixing is the only weight
strictly between 0 and 1 at which the EDIIS energy is exact. -/
theorem cubic_exact_iff (a b d : ℝ) {e c : ℝ} (he : e ≠ 0) (hc : c ∈ Ioo (0 : ℝ) 1) :
    ediisModel (cubic a b d e) (cubicSlope b d e) c = cubic a b d e c ↔ c = 1 / 2 := by
  constructor
  · intro h
    have z := cubic_error a b d e c
    rw [h, sub_self] at z
    have p : e * (c * (1 - c)) ≠ 0 :=
      mul_ne_zero he (mul_pos hc.1 (sub_pos.mpr hc.2)).ne'
    have w := (mul_eq_zero.mp z.symm).resolve_left p
    linarith
  · rintro rfl
    exact cubic_exact_midpoint a b d e
```

The same formula shows that 1/12 is the best constant in the bound M c(1−c)/12. Suppose K could replace it for x³, where M = 6. Dividing by c(1−c) gives 1/2 − c ≤ 6K for 0 < c < 1/2, and letting c approach 0 gives K ≥ 1/12. The Lean proof replaces the limit by a single weight: if K < 1/12, any c between 0 and min(1/2, 1/2 − 6K) gives a contradiction.

```lean
/-- The constant `1/12` is optimal: if the EDIIS error of the profile `x³`, whose third derivative
is 6, is at most `K · 6 · c (1 - c)` for all `c` strictly between 0 and 1, then `K ≥ 1/12`. -/
theorem constant_optimal {K : ℝ}
    (h : ∀ c ∈ Ioo (0 : ℝ) 1,
      |cubic 0 0 0 1 c - ediisModel (cubic 0 0 0 1) (cubicSlope 0 0 1) c|
        ≤ K * 6 * (c * (1 - c))) : 1 / 12 ≤ K := by
  by_contra hK
  have hK' := not_le.mp hK
  -- a weight close enough to zero violates any smaller constant
  obtain ⟨c, c0, c1⟩ := exists_between
    (show (0 : ℝ) < min (1 / 2) (1 / 2 - 6 * K) from lt_min (by norm_num) (by linarith))
  have cA := lt_of_lt_of_le c1 (min_le_left _ _)
  have cB := lt_of_lt_of_le c1 (min_le_right _ _)
  have b := (le_abs_self _).trans (h c ⟨c0, by linarith⟩)
  rw [cubic_error] at b
  have p : 0 < c * (1 - c) := mul_pos c0 (by linarith)
  have q := mul_pos p (sub_pos.mpr cB)
  nlinarith
```

## From profiles to densities

Let V be a real inner-product space containing the density matrices, with the trace product as inner product. The segment between two densities is D(c) = D₀ + c(D₁ − D₀).

```lean
variable {V : Type*} [NormedAddCommGroup V] [InnerProductSpace ℝ V]

/-- The mixed density on the segment from `D₀` to `D₁`. -/
def mix (D₀ D₁ : V) (c : ℝ) : V := D₀ + c • (D₁ - D₀)
```

If the Fock operator F is the gradient of the energy E, the slope along the segment is ⟨F(D(c)), D₁ − D₀⟩, and the EDIIS energy becomes

(1−c)E(D₀) + cE(D₁) − c(1−c)⟨F(D₁) − F(D₀), D₁ − D₀⟩/2.

This fixes the normalisation: a Fock matrix that is only proportional to the gradient must be rescaled first.

```lean
/-- The two-density EDIIS energy written with the energies and Fock operators of `D₀` and `D₁`. -/
def ediisEnergy (E : V → ℝ) (F : V → V) (D₀ D₁ : V) (c : ℝ) : ℝ :=
  (1 - c) * E D₀ + c * E D₁ - c * (1 - c) / 2 * inner ℝ (F D₁ - F D₀) (D₁ - D₀)
```

In an SCF run with two stored iterations, the program computes q = E(D₁) − E(D₀) and w = Tr[(F(D₁) − F(D₀))(D₁ − D₀)]. The model energy is then

E(D₀) + c(q − w/2) + c²w/2.

For w > 0 its minimum over [0,1] is at c = 1/2 − q/w, clipped to the interval; for w ≤ 0 it is at an end point of lower energy. The Fock matrix (1−c)F(D₀) + cF(D₁) is diagonalised to give the next density.

The final theorem bounds how far the model energy lies from the true energy of the mixed density, for two densities and an energy with bounded third derivative along their segment. It says nothing about SCF convergence. Hypothesis `hE` says that F is the gradient of E at each point of the segment, where E is differentiable with respect to changes in every direction of V, not only those that keep the density idempotent. The functions `k₂` and `k₃` are the second and third derivatives along the segment. Their existence and the bound M are assumed. Physically, M measures the departure from a quadratic energy: for Hartree–Fock in a fixed basis M = 0 and the model is exact, while in Kohn–Sham theory the third derivative comes from the exchange–correlation functional.

The chain rule turns E along the segment into a profile satisfying `HasThreeDerivs`, and the two EDIIS expressions agree by linearity of the inner product. The bound for profiles then applies.

```lean
/-- Let the Fock operator `F` be the gradient of the energy `E` along the segment of mixed
densities, and let the third derivative of the energy along it exist and be bounded by `M`. Then
the EDIIS energy errs by at most `M c (1 - c) (c² + (1 - c)²) / 12` for `c` in `[0, 1]`. -/
theorem ediis_density_error {E : V → ℝ} {F : V → V} {D₀ D₁ : V} {k₂ k₃ : ℝ → ℝ} {M c : ℝ}
    (hE : ∀ t ∈ Icc (0 : ℝ) 1, HasFDerivAt E (innerSL ℝ (F (mix D₀ D₁ t))) (mix D₀ D₁ t))
    (h₂ : ∀ t ∈ Icc (0 : ℝ) 1, HasDerivWithinAt
      (fun s => inner ℝ (F (mix D₀ D₁ s)) (D₁ - D₀)) (k₂ t) (Icc 0 1) t)
    (h₃ : ∀ t ∈ Icc (0 : ℝ) 1, HasDerivWithinAt k₂ (k₃ t) (Icc 0 1) t)
    (hM : ∀ t ∈ Icc (0 : ℝ) 1, |k₃ t| ≤ M) (hc : c ∈ Icc (0 : ℝ) 1) :
    |E (mix D₀ D₁ c) - ediisEnergy E F D₀ D₁ c|
      ≤ M * (c * (1 - c) * (c ^ 2 + (1 - c) ^ 2)) / 12 := by
  have hmix : ∀ t : ℝ, HasDerivAt (mix D₀ D₁) (D₁ - D₀) t := fun t =>
    (((hasDerivAt_id' t).smul_const (D₁ - D₀)).const_add D₀).congr_deriv (one_smul ℝ _)
  -- chain rule: the slope along the segment is the Fock operator paired with `D₁ - D₀`
  have prof : HasThreeDerivs (fun t => E (mix D₀ D₁ t))
      (fun t => inner ℝ (F (mix D₀ D₁ t)) (D₁ - D₀)) k₂ k₃ 0 1 :=
    ⟨fun t ht => ((hE t ht).comp_hasDerivAt t (hmix t)).hasDerivWithinAt, h₂, h₃⟩
  have m0 : mix D₀ D₁ 0 = D₀ := by simp [mix]
  have m1 : mix D₀ D₁ 1 = D₁ := by simp [mix]
  have e : ediisEnergy E F D₀ D₁ c = ediisModel (fun t => E (mix D₀ D₁ t))
      (fun t => inner ℝ (F (mix D₀ D₁ t)) (D₁ - D₀)) c := by
    simp only [ediisEnergy, ediisModel, m0, m1]
    rw [inner_sub_left]
    ring
  rw [e]
  exact ediis_error prof hM hc

end

end EdiisInterpolationError
```

```lean
#print axioms EdiisInterpolationError.ediis_error_simple
-- 'EdiisInterpolationError.ediis_error_simple' depends on axioms: [propext, Classical.choice, Quot.sound]
#print axioms EdiisInterpolationError.cubic_exact_iff
-- 'EdiisInterpolationError.cubic_exact_iff' depends on axioms: [propext, Classical.choice, Quot.sound]
#print axioms EdiisInterpolationError.constant_optimal
-- 'EdiisInterpolationError.constant_optimal' depends on axioms: [propext, Classical.choice, Quot.sound]
#print axioms EdiisInterpolationError.ediis_density_error
-- 'EdiisInterpolationError.ediis_density_error' depends on axioms: [propext, Classical.choice, Quot.sound]
```
